# At fixed exponential valence sum, the mean bond length is least when all bonds are equal

To estimate the bond length in a coordination shell, one can divide the valence V expected at the central atom by the number n of its bonds, and convert the valence per bond back into a length. With the exponential relation between valence and length, this gives

L = R0 − b log(V/n).

Here R0 is the length of a bond of valence one, and b > 0 is the softness, which sets how slowly valence decays as a bond stretches. If the bonds are unequal but their valences still add up to V, their mean length is greater than L. For a relaxed structure from a simulation, L is therefore a lower bound on the mean bond length in a shell, provided that the exponential relation holds with the same R0 and b for every bond and that V is the actual valence sum.

## Valences, sums and lengths

The bonds are labelled by the elements i of a finite type `ι`, so that n is `Fintype.card ι`. All lengths, R0 and b are real numbers in one common unit.

In Lean 4 with Mathlib:

```lean
import Mathlib

open Finset

namespace BondValenceDistortion

noncomputable section

variable {ι : Type*} [Fintype ι] {R0 b : ℝ}
```

A bond of length R has the valence

s(R) = exp((R0 − R)/b).

This relation is the empirical input of the model; it is postulated here and not derived from an electronic Hamiltonian.

```lean
/-- The valence `exp ((R0 - R) / b)` of a bond of length `R`, with reference length `R0` and
softness `b ≠ 0`. -/
def bondValence (R0 b R : ℝ) : ℝ := Real.exp ((R0 - R) / b)
```

For bonds of lengths Rᵢ, the valence sum at the atom is Σᵢ s(Rᵢ). The function `R : ι → ℝ` holds the lengths. Angles do not enter. The kind of neighbour matters only through R0 and b, which are taken here to be the same for every bond.

```lean
/-- The sum of the valences of the bonds of lengths `R i` around an atom, for `b ≠ 0`. -/
def valenceSum (R0 b : ℝ) (R : ι → ℝ) : ℝ := ∑ i, bondValence R0 b (R i)
```

The mean length is the arithmetic one, (Σᵢ Rᵢ)/n.

```lean
/-- The mean bond length of a nonempty finite family of bonds. -/
def meanLength (R : ι → ℝ) : ℝ := (∑ i, R i) / Fintype.card ι
```

The length L from the opening estimate is `regularLength`. Its logarithm is the natural one.

```lean
/-- The length `R0 - b log (V / n)` assigned to each of `n` equal bonds that share the
valence `V`, for `n ≥ 1` and `V > 0`. -/
def regularLength (R0 b V : ℝ) (n : ℕ) : ℝ := R0 - b * Real.log (V / n)
```

## Longer bonds have smaller valence

Since b > 0, the exponent (R0 − R)/b falls as R grows, and the exponential preserves order. Hence s(R) ≤ s(R′) holds exactly when R′ ≤ R. The proof removes the exponential, the positive divisor b and the common term R0 in turn.

```lean
/-- For `b > 0`, a bond has the smaller valence exactly when it is the longer one
(equality allowed on both sides). -/
theorem bondValence_le_iff (hb : 0 < b) {R R' : ℝ} :
    bondValence R0 b R ≤ bondValence R0 b R' ↔ R' ≤ R := by
  unfold bondValence
  rw [Real.exp_le_exp, div_le_div_iff_of_pos_right hb, sub_le_sub_iff_left]
```

## The tangent bound

Compare a bond of length R with one of length m:

s(R) = s(m) exp((m − R)/b).

For x ≠ 0, eˣ > 1 + x. Taking x = (m − R)/b, which is nonzero when R ≠ m, and multiplying by s(m) > 0 gives

s(R) > s(m) (1 + (m − R)/b).

The right-hand side is the tangent to the valence curve at m. In the proof, `hs` is the factorisation and `Real.add_one_lt_exp` supplies the inequality for the exponential.

```lean
/-- For `b > 0`, the valence curve lies strictly above its tangent at the length `m`, at every
other length `R`. -/
theorem tangent_lt_bondValence (hb : 0 < b) {m R : ℝ} (h : R ≠ m) :
    bondValence R0 b m * (1 + (m - R) / b) < bondValence R0 b R := by
  have hx : (m - R) / b ≠ 0 := div_ne_zero (sub_ne_zero.mpr h.symm) hb.ne'
  have hp : 0 < bondValence R0 b m := Real.exp_pos _
  have hs : bondValence R0 b R = bondValence R0 b m * Real.exp ((m - R) / b) := by
    unfold bondValence
    rw [← Real.exp_add]
    congr 1
    ring
  have h1 := Real.add_one_lt_exp hx
  rw [hs]
  exact mul_lt_mul_of_pos_left (by linarith) hp
```

Now let the lengths add up to n m. Their deviations from m cancel,

Σᵢ (m − Rᵢ) = n m − n m = 0,

so the tangent values add up to

Σᵢ s(m) (1 + (m − Rᵢ)/b) = n s(m).

Each valence is at least its tangent value, and therefore

Σᵢ s(Rᵢ) ≥ n s(m).

If some Rᵢ differs from m, its term is strictly larger and so is the sum. If every Rᵢ equals m, both sides agree. At fixed mean length, distortion thus raises the valence sum.

In the code, `hdev` is the cancellation, `hsum` the sum of the tangent values and `hle` the bound for each bond. `Finset.sum_lt_sum` handles the case of a deviating bond.

```lean
/-- For `b > 0` and bonds of mean length `m`, the valence sum is at least that of equally many
bonds of length `m`, with equality exactly when every bond has length `m`. -/
theorem valenceSum_ge_of_mean (hb : 0 < b) {R : ι → ℝ} {m : ℝ}
    (hm : ∑ i, R i = Fintype.card ι * m) :
    Fintype.card ι * bondValence R0 b m ≤ valenceSum R0 b R ∧
      (valenceSum R0 b R = Fintype.card ι * bondValence R0 b m ↔ ∀ i, R i = m) := by
  -- the deviations from the mean cancel
  have hdev : ∑ i, (m - R i) = 0 := by
    rw [Finset.sum_sub_distrib, Finset.sum_const, Finset.card_univ, nsmul_eq_mul, hm, sub_self]
  have hsum : ∑ i, bondValence R0 b m * (1 + (m - R i) / b)
      = Fintype.card ι * bondValence R0 b m := by
    rw [← Finset.mul_sum, Finset.sum_add_distrib, ← Finset.sum_div, hdev]
    simp [mul_comm]
  have hle : ∀ i, bondValence R0 b m * (1 + (m - R i) / b) ≤ bondValence R0 b (R i) := by
    intro i
    by_cases h : R i = m
    · rw [h]
      simp
    · exact (tangent_lt_bondValence hb h).le
  unfold valenceSum
  refine ⟨?_, ?_, ?_⟩
  · rw [← hsum]
    exact Finset.sum_le_sum fun i _ => hle i
  · -- a single deviating bond makes the inequality strict
    intro h i
    by_contra hi
    have hlt : ∑ j, bondValence R0 b m * (1 + (m - R j) / b)
        < ∑ j, bondValence R0 b (R j) :=
      Finset.sum_lt_sum (fun j _ => hle j)
        ⟨i, Finset.mem_univ i, tangent_lt_bondValence hb hi⟩
    rw [hsum] at hlt
    exact absurd h hlt.ne'
  · intro h
    have hall : ∀ i ∈ (Finset.univ : Finset ι),
        bondValence R0 b (R i) = bondValence R0 b m := fun i _ => by rw [h i]
    rw [Finset.sum_congr rfl hall, Finset.sum_const, Finset.card_univ, nsmul_eq_mul]
```

## From the valence sum to the mean length

The length L does what its name promises: for n ≥ 1 and V > 0, n bonds of this length carry the total valence

n s(L) = n exp(log(V/n)) = n (V/n) = V.

```lean
/-- For `b > 0`, `V > 0` and `n ≥ 1`, the valences of `n` bonds of the regular length add up
to `V`. -/
theorem regularLength_valence (hb : 0 < b) {V : ℝ} (hV : 0 < V) {n : ℕ} (hn : 0 < n) :
    n * bondValence R0 b (regularLength R0 b V n) = V := by
  have hn' : (0 : ℝ) < n := Nat.cast_pos.mpr hn
  unfold bondValence regularLength
  rw [sub_sub_cancel, mul_div_cancel_left₀ _ hb.ne', Real.exp_log (div_pos hV hn')]
  field_simp
```

Write m for the mean length of n ≥ 1 bonds with valence sum V. The previous bound and the value of n s(L) give

n s(m) ≤ V = n s(L).

Dividing by n yields s(m) ≤ s(L), and since longer bonds have smaller valence, m ≥ L.

For the equality case, m = L implies V = n s(m). Conversely, V = n s(m) gives s(m) = s(L), and hence m = L by monotonicity in both directions. By the equality case of the tangent bound, V = n s(m) holds exactly when every Rᵢ equals m, which is the same as all lengths being equal to one another.

The theorem states both parts: the inequality, and the equivalence between equality and `∀ i j, R i = R j`. The instance `[Nonempty ι]` says that there is at least one bond, and `hV` fixes the valence sum. Positivity of V is derived in `hVpos`, because every valence is positive. For a single bond, equality always holds.

```lean
/-- **Distortion theorem.** For `b > 0` and `n ≥ 1` bonds with valence sum `V`, the mean length
is at least `R0 - b log (V / n)`, with equality exactly when all bonds are equally long. -/
theorem distortion_theorem [Nonempty ι] (hb : 0 < b) {R : ι → ℝ} {V : ℝ}
    (hV : valenceSum R0 b R = V) :
    regularLength R0 b V (Fintype.card ι) ≤ meanLength R ∧
      (meanLength R = regularLength R0 b V (Fintype.card ι) ↔ ∀ i j, R i = R j) := by
  have hc : (0 : ℝ) < Fintype.card ι := Nat.cast_pos.mpr Fintype.card_pos
  have hVpos : 0 < V := by
    rw [← hV]
    exact Finset.sum_pos (fun i _ => Real.exp_pos _) Finset.univ_nonempty
  have hm : ∑ i, R i = Fintype.card ι * meanLength R := by
    unfold meanLength
    field_simp
  have hL := regularLength_valence (R0 := R0) hb hVpos (Fintype.card_pos (α := ι))
  obtain ⟨hle, heq⟩ := valenceSum_ge_of_mean (R0 := R0) hb hm
  rw [hV] at hle heq
  have hall : (∀ i, R i = meanLength R) ↔ ∀ i j, R i = R j := by
    refine ⟨fun h i j => (h i).trans (h j).symm, fun h i => ?_⟩
    have hs : ∑ j, R j = Fintype.card ι * R i := by
      rw [Finset.sum_congr rfl (fun j _ => h j i), Finset.sum_const, Finset.card_univ,
        nsmul_eq_mul]
    exact mul_left_cancel₀ hc.ne' (hs.symm.trans hm)
  constructor
  · -- a smaller valence per bond means a greater length
    exact (bondValence_le_iff hb).1 (le_of_mul_le_mul_left (hle.trans_eq hL.symm) hc)
  · rw [← hall, ← heq]
    constructor
    · intro h
      rw [h]
      exact hL.symm
    · intro h
      have hs : bondValence R0 b (meanLength R)
          = bondValence R0 b (regularLength R0 b V (Fintype.card ι)) :=
        mul_left_cancel₀ hc.ne' (h.symm.trans hL.symm)
      exact le_antisymm ((bondValence_le_iff hb).1 hs.ge) ((bondValence_le_iff hb).1 hs.le)
```

The hypothesis b > 0 can't be weakened to b ≠ 0. Take R0 = 2, b = −1 and two bonds of lengths 2 + log 2 and 2 − log 2. Their valences are 2 and 1/2, so V = 5/2 and L = 2 + log(5/4) ≈ 2.223, which is greater than the mean length 2.

## One long and one short bond

For two bonds the lengthening has a closed form. Let their lengths be R + d and R − d, with mean R. Then

s(R + d) + s(R − d) = s(R) (exp(−d/b) + exp(d/b)) = 2 s(R) cosh(d/b).

The proof splits each exponent in the same way and uses the definition of cosh.

```lean
/-- Stretching one bond of length `R` by `d` and shortening another by `d` multiplies their
joint valence by `cosh (d / b)`, for `b ≠ 0`. -/
theorem pair_valence (R0 b R d : ℝ) :
    bondValence R0 b (R + d) + bondValence R0 b (R - d)
      = 2 * (bondValence R0 b R * Real.cosh (d / b)) := by
  unfold bondValence
  rw [Real.cosh_eq, show (R0 - (R + d)) / b = (R0 - R) / b + -(d / b) by ring,
    show (R0 - (R - d)) / b = (R0 - R) / b + d / b by ring, Real.exp_add, Real.exp_add]
  ring
```

The valence per bond is V/2 = s(R) cosh(d/b), with the logarithm

log(V/2) = (R0 − R)/b + log cosh(d/b).

Inserting this into L = R0 − b log(V/2) gives

R − L = b log cosh(d/b).

In the code, `hhalf` is the valence per bond, `Real.log_mul` splits the logarithm, and `hcancel` removes the factor b from the linear term.

```lean
/-- For `b > 0`, the mean length `R` of two bonds of lengths `R + d` and `R - d` exceeds the
regular length for the same valence sum by exactly `b log (cosh (d / b))`. -/
theorem pair_lengthening (hb : 0 < b) (R d : ℝ) :
    R - regularLength R0 b (bondValence R0 b (R + d) + bondValence R0 b (R - d)) 2
      = b * Real.log (Real.cosh (d / b)) := by
  have hs : bondValence R0 b R ≠ 0 := (Real.exp_pos _).ne'
  have hlog : Real.log (bondValence R0 b R) = (R0 - R) / b := Real.log_exp _
  have hhalf : 2 * (bondValence R0 b R * Real.cosh (d / b)) / ((2 : ℕ) : ℝ)
      = bondValence R0 b R * Real.cosh (d / b) := by
    push_cast
    ring
  have hcancel : b * ((R0 - R) / b) = R0 - R := by field_simp
  unfold regularLength
  rw [pair_valence, hhalf, Real.log_mul hs (Real.cosh_pos _).ne', hlog]
  linear_combination hcancel

end

end BondValenceDistortion
```

As a numerical instance, take R0 = R = 2 Å, b = 0.4 Å and d = b log 2 ≈ 0.277 Å. The bonds are about 2.277 Å and 1.723 Å long and have valences 1/2 and 2, so V = 5/2. Two equal bonds with this sum would have length 2 − 0.4 log(5/4) ≈ 1.911 Å. The distorted pair has a mean length of 2 Å, about 0.089 Å more, in agreement with cosh(log 2) = 5/4.

```lean
#print axioms BondValenceDistortion.valenceSum_ge_of_mean
-- 'BondValenceDistortion.valenceSum_ge_of_mean' depends on axioms: [propext, Classical.choice, Quot.sound]
#print axioms BondValenceDistortion.distortion_theorem
-- 'BondValenceDistortion.distortion_theorem' depends on axioms: [propext, Classical.choice, Quot.sound]
#print axioms BondValenceDistortion.pair_lengthening
-- 'BondValenceDistortion.pair_lengthening' depends on axioms: [propext, Classical.choice, Quot.sound]
```
